# Stationary orthonormal orbitals: (1 − CCᵀ)G = 0 and CᵀG symmetric

## Orbitals, gradient and curves

Let C be a real n×m matrix. Its column c_i holds the coefficients of orbital i in a basis of n orthonormal functions, so the m orbitals are orthonormal when

CᵀC = 1.

Write ⟨u,v⟩ for the real dot product and Tr for the trace. Let f be a real function of all n×m matrices, differentiable at C. Its gradient there is the matrix G for which the derivative in the direction X is

Tr(GᵀX).

The gradient is the unconstrained one: X may be any matrix, including directions that spoil orthonormality.

An admissible curve is a differentiable map γ from the real line to n×m matrices with γ(t)ᵀγ(t) = 1 at every t and γ(0) = C. We call f stationary at C if t ↦ f(γ(t)) has derivative zero at t = 0 for every admissible curve.

## Two ways to change a set of orbitals

Direct minimization lowers an energy by moving orthonormal orbitals. A move can mix in functions from outside the space that the orbitals span, or it can rotate the orbitals among themselves. The residual (1 − CCᵀ)G measures the first-order response to moves of the first kind. The antisymmetric part of CᵀG measures the response to the second.

If every orbital has the same symmetric operator H and G has columns H c_i, then CᵀG = CᵀHC is automatically symmetric. With orbital-dependent operators H_i, as in self-interaction-corrected functionals, it need not be. For such functionals in a finite, real, orthonormal basis, the result gives a second quantity to check beside the residual.

## The stationarity conditions

For CᵀC = 1 and f with gradient G at C, f is stationary at C if and only if

(1 − CCᵀ)G = 0 and CᵀG is symmetric.

If the columns of G are H_i c_i with every H_i symmetric, the second condition reads

⟨c_i,(H_i − H_j)c_j⟩ = 0 for all i and j.

## The conditions imply stationarity

Let X be the velocity of an admissible curve at t = 0. Differentiating γᵀγ = 1 gives

XᵀC + CᵀX = 0,

so B = CᵀX is antisymmetric. By the chain rule, f changes at the rate Tr(GᵀX).

Put S = CᵀG. The residual condition says G = CS, and S is symmetric, so Gᵀ = SCᵀ and

Tr(GᵀX) = Tr(SCᵀX) = Tr(SB).

A trace is unchanged by transposition and by cyclic exchange, hence

Tr(SB) = Tr(BᵀS) = −Tr(BS) = −Tr(SB),

and the rate is zero.

## Stationarity implies the conditions

Take an antisymmetric n×n matrix A. Then exp(tA)ᵀexp(tA) = exp(−tA)exp(tA) = 1, so γ(t) = exp(tA)C is admissible, with velocity AC at t = 0. Stationarity gives

0 = Tr(GᵀAC) = Tr(A CGᵀ).

Let E_pq be the matrix with a single 1 in row p, column q, and set M = CGᵀ. Since Tr(E_pq M) = M_qp, the choice A = E_pq − E_qp gives M_qp = M_pq. Thus M is symmetric:

GCᵀ = CGᵀ.

Multiplying by C from the right and using CᵀC = 1 gives G = CGᵀC. Multiplying this by Cᵀ from the left gives CᵀG = GᵀC, which is the symmetry of CᵀG. Finally CCᵀG = CGᵀC = G, which is the residual condition.

## The symmetry condition for pairs of orbitals

If column j of G is H_j c_j, then (CᵀG)_ij = ⟨c_i,H_j c_j⟩. Symmetry therefore means

⟨c_i,H_j c_j⟩ = ⟨c_j,H_i c_i⟩ = ⟨c_i,H_i c_j⟩,

where the last step uses that H_i is symmetric. The difference of the two ends is the stated condition.

## When a condition or a hypothesis is missing

Number rows and columns from 0, take n = m = 2 and C = 1, and let f(X) = X_10. Its gradient has a single 1 in row 1, column 0. The residual vanishes because CCᵀ = 1, but along the rotation with rows (cos t, −sin t) and (sin t, cos t) the function is sin t, with slope 1 at t = 0. A zero residual alone is not enough.

The symmetry of the H_i matters too. Keep C = 1, let H_0 = H_1 = E_01 and take f(X) = X_01, whose gradient has exactly the columns H_i c_i. All differences H_i − H_j vanish, and so does the residual. Yet along the same rotation f is −sin t, with slope −1. The pairwise condition has lost the information in CᵀG, because E_01 is not symmetric.

## How the Lean statements read

The finite types `n` and `m` index basis functions and orbitals, and `Matrix n m ℝ` holds the coefficients. `HasGradient f G C` says that `f` is Fréchet differentiable at `C` with derivative `trace (Gᵀ * X)`. `IsStationary f C` quantifies over the admissible curves and asks that the derivative at time zero exist and equal zero.

The theorem `stationary_iff` assumes `Cᵀ * C = 1` and `HasGradient f G C`, and states the equivalence. In `orbital_stationary_iff`, `orbital C i` is c_i and `orbitalGradient H C` is the matrix with columns H_i c_i. The operators are given matrices, which in a self-consistent problem are those evaluated at `C`.

That the energy has a gradient of this form is a hypothesis. It has to be verified by differentiating the functional at hand, with numerical prefactors absorbed into H_i. For fixed symmetric H_i, the product rule gives it for ½ Σ_i ⟨c_i,H_i c_i⟩, an example that the file does not contain.

Complex orbitals and a non-orthogonal basis, where the constraint contains an overlap matrix, are not covered. Stationary points may be minima, maxima or saddles, and nothing is said about the convergence of an algorithm.

## Tangent directions in place of curves

Stationarity could have been defined by Tr(GᵀX) = 0 for every X with XᵀC + CᵀX = 0. The same two conditions would result, since the directions AC used above satisfy this equation. The proof would then need neither the matrix exponential nor the differentiation of the constraint. The definition by curves keeps the link to actual orthonormal motion inside the theorem.

## The complete file

```lean
import Mathlib

open Matrix

namespace OrthonormalOrbitalStationarity

noncomputable section

variable {n m : Type*} [Fintype n] [Fintype m] [DecidableEq n] [DecidableEq m]

/-- The matrix exponential `exp(tA)`, used to rotate orbitals. -/
def rotation (A : Matrix n n ℝ) (t : ℝ) : Matrix n n ℝ := NormedSpace.exp (t • A)

/-- The exponential `exp(tA)` of an antisymmetric matrix `A` is orthogonal. -/
theorem rotation_orthogonal {A : Matrix n n ℝ} (hA : Aᵀ = -A) (t : ℝ) :
    (rotation A t)ᵀ * rotation A t = 1 := by
  have h : (t • A)ᵀ = -(t • A) := by rw [Matrix.transpose_smul, hA, smul_neg]
  unfold rotation
  rw [← Matrix.exp_transpose, h,
    ← Matrix.exp_add_of_commute _ _ (Commute.refl (t • A)).neg_left, neg_add_cancel]
  exact NormedSpace.exp_zero

attribute [local instance] Matrix.linftyOpNormedAddCommGroup Matrix.linftyOpNormedSpace
  Matrix.linftyOpNormedRing Matrix.linftyOpNormedAlgebra

/-- The function `f` of the orbital coefficients is differentiable at `C`, and its derivative
in the direction `X` is `Tr(Gᵀ X)`. -/
def HasGradient (f : Matrix n m ℝ → ℝ) (G C : Matrix n m ℝ) : Prop :=
  ∃ f' : Matrix n m ℝ →L[ℝ] ℝ, HasFDerivAt f f' C ∧ ∀ X, f' X = trace (Gᵀ * X)

/-- The derivative of `f` at `C` vanishes along every differentiable curve of orthonormal
orbitals that passes through `C` at time zero. -/
def IsStationary (f : Matrix n m ℝ → ℝ) (C : Matrix n m ℝ) : Prop :=
  ∀ γ : ℝ → Matrix n m ℝ, Differentiable ℝ γ → (∀ t, (γ t)ᵀ * γ t = 1) → γ 0 = C →
    HasDerivAt (fun t => f (γ t)) 0 0

/-- The continuous linear map that reads off one orbital coefficient. -/
def entry (k : n) (i : m) : Matrix n m ℝ →L[ℝ] ℝ :=
  LinearMap.toContinuousLinearMap
    { toFun := fun X => X k i
      map_add' := fun _ _ => rfl
      map_smul' := fun _ _ => rfl }

omit [DecidableEq n] [DecidableEq m] in
/-- Chain rule: if `f` has gradient `G` at `C`, then along a curve that is at `C` with velocity `X`
at time zero, `f` changes at the rate `Tr(Gᵀ X)` at that time. -/
theorem hasDerivAt_along {f : Matrix n m ℝ → ℝ} {G C X : Matrix n m ℝ}
    (hf : HasGradient f G C) {γ : ℝ → Matrix n m ℝ} (hX : HasDerivAt γ X 0) (h0 : γ 0 = C) :
    HasDerivAt (fun t => f (γ t)) (trace (Gᵀ * X)) 0 := by
  obtain ⟨f', hf', hG⟩ := hf
  subst h0
  rw [← hG]
  exact hf'.comp_hasDerivAt 0 hX

omit [DecidableEq n] in
/-- If a curve of orthonormal orbitals is at `C` at time zero, its velocity `X` there satisfies
`Xᵀ C + Cᵀ X = 0`. -/
theorem velocity_tangent {C X : Matrix n m ℝ} {γ : ℝ → Matrix n m ℝ}
    (hX : HasDerivAt γ X 0) (hγ : ∀ t, (γ t)ᵀ * γ t = 1) (h0 : γ 0 = C) :
    Xᵀ * C + Cᵀ * X = 0 := by
  subst h0
  have he : ∀ k i, HasDerivAt (fun t => γ t k i) (X k i) 0 := fun k i =>
    (entry k i).hasFDerivAt.comp_hasDerivAt 0 hX
  ext i j
  -- differentiate the overlap of orbitals i and j, which is constant
  have h : HasDerivAt (fun t => ∑ k, γ t k i * γ t k j)
      (∑ k, (X k i * γ 0 k j + γ 0 k i * X k j)) 0 :=
    HasDerivAt.fun_sum fun k _ => (he k i).fun_mul (he k j)
  have hc : (fun t => ∑ k, γ t k i * γ t k j) = fun _ => (1 : Matrix m m ℝ) i j := by
    funext t
    rw [← hγ t]
    simp only [Matrix.mul_apply, Matrix.transpose_apply]
  rw [hc] at h
  have h' := h.unique (hasDerivAt_const (0 : ℝ) _)
  rw [Finset.sum_add_distrib] at h'
  simpa only [Matrix.add_apply, Matrix.mul_apply, Matrix.transpose_apply,
    Matrix.zero_apply] using h'

omit [DecidableEq m] in
/-- The orbitals `exp(tA) C` have the velocity `exp(tA) A C`. -/
theorem hasDerivAt_rotation (A : Matrix n n ℝ) (C : Matrix n m ℝ) (t : ℝ) :
    HasDerivAt (fun s => rotation A s * C) (rotation A t * A * C) t := by
  let R : Matrix n n ℝ →L[ℝ] Matrix n m ℝ := LinearMap.toContinuousLinearMap
    { toFun := fun Y => Y * C
      map_add' := fun Y Z => Matrix.add_mul Y Z C
      map_smul' := fun r Y => Matrix.smul_mul r Y C }
  have h : HasDerivAt (rotation A) (rotation A t * A) t :=
    hasDerivAt_exp_smul_const (x := A) (t := t)
  exact R.hasFDerivAt.comp_hasDerivAt t h

/-- If `f` is stationary at orthonormal orbitals `C` and has gradient `G` there, then
`G Cᵀ = C Gᵀ`. -/
theorem gradient_balance {f : Matrix n m ℝ → ℝ} {G C : Matrix n m ℝ} (hC : Cᵀ * C = 1)
    (hf : HasGradient f G C) (hs : IsStationary f C) : G * Cᵀ = C * Gᵀ := by
  -- test stationarity on the curve exp(tA) C
  have test : ∀ A : Matrix n n ℝ, Aᵀ = -A → trace (A * (C * Gᵀ)) = 0 := by
    intro A hA
    have h1 : rotation A 0 = 1 := by
      rw [rotation, zero_smul]
      exact NormedSpace.exp_zero
    have h0 : rotation A 0 * C = C := by rw [h1, Matrix.one_mul]
    have h2 := hs (fun t => rotation A t * C)
      (fun t => (hasDerivAt_rotation A C t).differentiableAt)
      (fun t => by
        rw [Matrix.transpose_mul, Matrix.mul_assoc, ← Matrix.mul_assoc (rotation A t)ᵀ,
          rotation_orthogonal hA, Matrix.one_mul, hC]) h0
    have h3 := (hasDerivAt_along hf (hasDerivAt_rotation A C 0) h0).unique h2
    rwa [h1, Matrix.one_mul, Matrix.trace_mul_comm, Matrix.mul_assoc] at h3
  have tr : ∀ (p q : n) (M : Matrix n n ℝ), trace (Matrix.single p q 1 * M) = M q p := by
    intro p q M
    rw [Matrix.trace, Finset.sum_eq_single p]
    · simp
    · intro b _ hb
      simp [hb]
    · simp
  have hsym : (C * Gᵀ)ᵀ = C * Gᵀ := by
    ext p q
    have h := test (Matrix.single p q 1 - Matrix.single q p 1) (by simp)
    rw [Matrix.sub_mul, Matrix.trace_sub, tr, tr] at h
    rw [Matrix.transpose_apply]
    linarith
  rwa [Matrix.transpose_mul, Matrix.transpose_transpose] at hsym

/-- A function with gradient `G` at orthonormal orbitals `C` is stationary there if and only if
`(1 - C Cᵀ) G = 0` and `Cᵀ G` is symmetric. -/
theorem stationary_iff {f : Matrix n m ℝ → ℝ} {G C : Matrix n m ℝ} (hC : Cᵀ * C = 1)
    (hf : HasGradient f G C) :
    IsStationary f C ↔ (1 - C * Cᵀ) * G = 0 ∧ (Cᵀ * G).IsSymm := by
  constructor
  · intro hs
    have hG : G = C * Gᵀ * C := by
      rw [← gradient_balance hC hf hs, Matrix.mul_assoc, hC, Matrix.mul_one]
    have hS : Cᵀ * G = Gᵀ * C := by
      calc Cᵀ * G = Cᵀ * (C * Gᵀ * C) := congrArg (fun Y => Cᵀ * Y) hG
        _ = (Cᵀ * C) * (Gᵀ * C) := by simp only [Matrix.mul_assoc]
        _ = Gᵀ * C := by rw [hC, Matrix.one_mul]
    constructor
    · rw [Matrix.sub_mul, Matrix.one_mul, Matrix.mul_assoc, hS, ← Matrix.mul_assoc, ← hG,
        sub_self]
    · rw [Matrix.IsSymm, Matrix.transpose_mul, Matrix.transpose_transpose, hS]
  · rintro ⟨hres, hS⟩ γ hγ horth h0
    obtain ⟨X, hX⟩ : ∃ X, HasDerivAt γ X 0 := ⟨_, (hγ 0).hasDerivAt⟩
    have hT := eq_neg_of_add_eq_zero_left (velocity_tangent hX horth h0)
    refine (hasDerivAt_along hf hX h0).congr_deriv ?_
    rw [Matrix.sub_mul, Matrix.one_mul, Matrix.mul_assoc, sub_eq_zero] at hres
    have hGt : Gᵀ = Cᵀ * G * Cᵀ := by
      have h := congrArg Matrix.transpose hres
      rwa [Matrix.transpose_mul C, hS.eq] at h
    -- a symmetric matrix is traced against an antisymmetric one
    have h1 : trace (Cᵀ * G * (Cᵀ * X)) = trace (Cᵀ * G * (Xᵀ * C)) := by
      rw [← Matrix.trace_transpose (Cᵀ * G * (Cᵀ * X)), Matrix.transpose_mul (Cᵀ * G), hS.eq,
        Matrix.transpose_mul Cᵀ X, Matrix.transpose_transpose, Matrix.trace_mul_comm]
    rw [hT, Matrix.mul_neg, Matrix.trace_neg] at h1
    rw [hGt, Matrix.mul_assoc (Cᵀ * G)]
    linarith

/-- The coefficient vector of orbital `i`, which is column `i` of `C`. -/
def orbital (C : Matrix n m ℝ) (i : m) : n → ℝ := fun k => C k i

/-- The matrix whose column `i` is `H_i c_i`, each orbital having its own operator `H_i`. -/
def orbitalGradient (H : m → Matrix n n ℝ) (C : Matrix n m ℝ) : Matrix n m ℝ :=
  Matrix.of fun k i => (H i *ᵥ orbital C i) k

/-- For symmetric `H_i` and a function whose gradient at orthonormal orbitals has the columns
`H_i c_i`, stationarity means `(1 - C Cᵀ) G = 0` and `⟨c_i, (H_i - H_j) c_j⟩ = 0` for all
`i` and `j`. -/
theorem orbital_stationary_iff {f : Matrix n m ℝ → ℝ} {H : m → Matrix n n ℝ}
    {C : Matrix n m ℝ} (hC : Cᵀ * C = 1) (hH : ∀ i, (H i).IsSymm)
    (hf : HasGradient f (orbitalGradient H C) C) :
    IsStationary f C ↔ (1 - C * Cᵀ) * orbitalGradient H C = 0 ∧
      ∀ i j, orbital C i ⬝ᵥ ((H i - H j) *ᵥ orbital C j) = 0 := by
  rw [stationary_iff hC hf]
  have e : ∀ i j, (Cᵀ * orbitalGradient H C) i j = orbital C i ⬝ᵥ (H j *ᵥ orbital C j) :=
    fun _ _ => rfl
  have s : ∀ i j, orbital C j ⬝ᵥ (H i *ᵥ orbital C i)
      = orbital C i ⬝ᵥ (H i *ᵥ orbital C j) := fun i j => by
    rw [Matrix.dotProduct_mulVec, ← Matrix.mulVec_transpose, (hH i).eq, dotProduct_comm]
  refine and_congr_right fun _ => ⟨fun h i j => ?_, fun h => Matrix.IsSymm.ext fun i j => ?_⟩
  · have h' := h.apply i j
    rw [e j i, e i j, s i j] at h'
    rw [Matrix.sub_mulVec, dotProduct_sub, h', sub_self]
  · have h' := h i j
    rw [Matrix.sub_mulVec, dotProduct_sub] at h'
    rw [e j i, e i j, s i j]
    linarith

/-- The symmetry condition cannot be dropped: for two orbitals in two basis functions, the
coefficient `X 1 0` has a gradient `G` at `C = 1` with `(1 - C Cᵀ) G = 0`, yet it is not
stationary there. -/
theorem residual_not_sufficient :
    HasGradient (fun X : Matrix (Fin 2) (Fin 2) ℝ => X 1 0) !![0, 0; 1, 0] 1 ∧
      (1 - (1 : Matrix (Fin 2) (Fin 2) ℝ) * 1ᵀ) * !![0, 0; 1, 0] = 0 ∧
      ¬ IsStationary (fun X : Matrix (Fin 2) (Fin 2) ℝ => X 1 0) 1 := by
  have hg : HasGradient (fun X : Matrix (Fin 2) (Fin 2) ℝ => X 1 0) !![0, 0; 1, 0] 1 := by
    refine ⟨entry 1 0, (entry 1 0).hasFDerivAt, fun X => ?_⟩
    change X 1 0 = _
    simp [Matrix.trace, Matrix.mul_apply, Fin.sum_univ_two]
  refine ⟨hg, by simp, fun hs => ?_⟩
  have h := ((stationary_iff (by simp) hg).1 hs).2.apply 0 1
  simp at h

end

end OrthonormalOrbitalStationarity
```

```lean
#print axioms OrthonormalOrbitalStationarity.orbital_stationary_iff
-- 'OrthonormalOrbitalStationarity.orbital_stationary_iff' depends on axioms: [propext, Classical.choice, Quot.sound]
#print axioms OrthonormalOrbitalStationarity.residual_not_sufficient
-- 'OrthonormalOrbitalStationarity.residual_not_sufficient' depends on axioms: [propext, Classical.choice, Quot.sound]
```

## From the matrix calculation to the Lean proof

`rotation_orthogonal` shows that exp(tA) is orthogonal: it turns the transpose into exp(−tA) and combines the commuting exponentials. `hasDerivAt_rotation` supplies the velocity exp(tA)AC by composing the derivative of the exponential with the linear map that multiplies by `C` from the right. The local norm instances give matrices a norm for differentiation; in finite dimension the choice does not affect the derivatives.

`hasDerivAt_along` is the chain rule. `velocity_tangent` differentiates the constraint entry by entry: `entry` reads off one coefficient, the product rule differentiates the overlap of orbitals i and j, and `h.unique` compares the result with the zero derivative of a constant.

`gradient_balance` proves GCᵀ = CGᵀ. Its step `test` applies stationarity to exp(tA)C and obtains Tr(A CGᵀ) = 0. The step `tr` evaluates the trace against a matrix with a single unit entry, and `hsym` inserts the difference of two such matrices to get the symmetry of CGᵀ.

In `stationary_iff`, the forward direction derives G = CGᵀC as `hG` and CᵀG = GᵀC as `hS`, from which both conditions follow. The reverse direction takes the velocity of an arbitrary admissible curve and rewrites Gᵀ as CᵀGCᵀ in `hGt`. The step `h1` transposes the trace, the tangent equation `hT` supplies the minus sign, and `linarith` concludes that a number equal to its own negative is zero.

`orbital_stationary_iff` starts from that equivalence and leaves the residual condition untouched. Its step `e` identifies the entries of CᵀG, while `s` moves the symmetric H_i across the dot product.

`residual_not_sufficient` is the first of the two examples above. The function is linear, so `entry 1 0` serves as its own derivative. If it were stationary, `stationary_iff` would make CᵀG symmetric, and comparing its two off-diagonal entries gives the contradiction.
